# A constant absorbing potential −iη removes flux equal to 2η times the dwell probability

Add a negative imaginary potential to a scattering region, and its transmission and reflection probabilities in general no longer sum to one. Without a formula for the shortfall, a sum of 0.93 is ambiguous: it may be the intended absorption, or it may come from a factor of two by which the lead coupling in the Green function disagrees with that in the scattering matrix. For a finite, non-interacting region with Hermitian H, the wavefunction inside the region gives the shortfall a second time, without using the scattering matrix. This gives a consistency check for transport calculations that use absorbing potentials.

## The flux balance derived by hand

Let H be the Hermitian Hamiltonian of the interior, a finite matrix in an orthonormal basis of sites j. The rectangular matrix W couples the lead channels to the sites. Site j carries a potential −iη_j, and Γ is the diagonal matrix of the real numbers η_j. These numbers stand for loss processes that the model does not resolve, such as escape into channels left out of the description. With ħ = 1, the potential alone makes the amplitude on site j decay at rate η_j and the probability at rate 2η_j.

Write * for the adjoint and |x|² for the sum of squared moduli of a vector x. At real energy E define

A = E − H + iΓ + (i/2)WW*

G = A⁻¹

S = 1 − iW*GW.

An incoming amplitude vector a produces the outgoing vector Sa and the interior state ψ = GWa. Since H and Γ are Hermitian, subtracting the adjoint of A leaves

A − A* = i(2Γ + WW*).

The first term is absorption, the second escape into the leads.

This identity shows that A is invertible when every η_j is positive. Suppose Av = 0. Then v*Av = 0, and v*A*v = (Av)*v = 0 as well, so

0 = v*(A − A*)v = i(2 Σ_j η_j|v_j|² + |W*v|²).

Both terms in the bracket are non-negative, so both vanish, and the first vanishes only for v = 0.

Whenever A is invertible, AG = 1 and G*A* = 1. Hence

G* − G = G*(AG) − (G*A*)G = G*(A − A*)G = iG*(2Γ + WW*)G.

Now expand the product of S* = 1 + iW*G*W with S:

S*S = 1 + iW*(G* − G)W + W*G*WW*GW.

By the previous identity, the middle term is

iW*(G* − G)W = −2W*G*ΓGW − W*G*WW*GW.

The lead terms cancel, leaving

S*S = 1 − 2W*G*ΓGW.

For a constant rate, Γ = η·1 with η > 0, and this becomes

S*S = 1 − 2ηW*G*GW.

Taking the expectation value in a gives the flux balance

|a|² − |Sa|² = 2η|ψ|².

For a ≠ 0 the absorbed fraction is therefore 2η|ψ|²/|a|². No flux is lost exactly when ψ = 0. Since Aψ = Wa and A is invertible, that happens exactly when Wa = 0: the input does not enter the region at all.

## Sites, channels and the open operator in Lean

```lean
import Mathlib

open Matrix
open Complex (I)

namespace AbsorbingScatterer

noncomputable section

variable {n m : Type*} [Fintype n] [DecidableEq n] [Fintype m]
```

The type `n` labels interior sites and `m` labels lead channels. Both are finite, and nothing relates their sizes.

```lean
/-- The diagonal matrix of site-dependent absorption rates. -/
def absorber (η : n → ℝ) : Matrix n n ℂ := diagonal (fun j => (η j : ℂ))
```

`absorber η` is Γ. The profile `η : n → ℝ` is real but has no sign restriction here; a negative entry would describe gain.

```lean
/-- The operator `E - H + i Γ + (i/2) W W*` of an interior region with absorption `Γ`,
coupled to the lead channels by `W`. -/
def openOperator (H : Matrix n n ℂ) (W : Matrix n m ℂ) (η : n → ℝ) (E : ℝ) : Matrix n n ℂ :=
  (E : ℂ) • (1 : Matrix n n ℂ) - H + I • absorber η + (I / 2) • (W * Wᴴ)
```

`openOperator` is A. In the code `ᴴ` is the adjoint and `*` is matrix multiplication. The factor `I / 2` fixes the normalisation of W: any factor of 2π from the density of lead states is already absorbed into it. The theorems treat one energy at a time, so a Hermitian level shift caused by the leads can be included in `H`, and a different `W` can be used at each energy.

```lean
/-- The Green function of the open region, meaningful where `openOperator` is invertible. -/
def green (H : Matrix n n ℂ) (W : Matrix n m ℂ) (η : n → ℝ) (E : ℝ) : Matrix n n ℂ :=
  (openOperator H W η E)⁻¹

/-- The scattering matrix `S = 1 - i W* G W` between lead channels, meaningful where
`openOperator` is invertible. -/
def scattering [DecidableEq m] (H : Matrix n n ℂ) (W : Matrix n m ℂ) (η : n → ℝ) (E : ℝ) :
    Matrix m m ℂ :=
  1 - I • (Wᴴ * green H W η E * W)
```

These are G and S. Lean assigns the value zero to the inverse of a singular matrix, so the definitions carry their physical meaning only where A is invertible. Each theorem below that uses G either assumes this or derives it from positive absorption.

```lean
/-- The sum of squared moduli of a vector of amplitudes: flux in the leads,
dwell probability in the interior. -/
def weight {k : Type*} [Fintype k] (a : k → ℂ) : ℝ := ∑ j, ‖a j‖ ^ 2
```

`weight` is |x|² for a vector over any finite index type. Applied to channel amplitudes it is flux, which presumes flux-normalised channels. Applied to ψ it is the interior dwell probability belonging to the input a. Neither vector is normalised to one.

## Inner products and the two sources of non-Hermiticity

```lean
/-- The inner product of an amplitude vector with itself is its weight. -/
lemma dot_self {k : Type*} [Fintype k] (a : k → ℂ) : star a ⬝ᵥ a = (weight a : ℂ) := by
  simp only [weight, dotProduct, Pi.star_apply, Complex.ofReal_sum]
  refine Finset.sum_congr rfl fun j _ => ?_
  rw [Complex.star_def, Complex.conj_mul', Complex.ofReal_pow]

/-- A matrix moves to the other side of the inner product as its adjoint. -/
lemma adjoint_dot {k l : Type*} [Fintype k] [Fintype l] (M : Matrix k l ℂ)
    (x : l → ℂ) (y : k → ℂ) : star x ⬝ᵥ (Mᴴ *ᵥ y) = star (M *ᵥ x) ⬝ᵥ y := by
  rw [Matrix.star_mulVec, Matrix.dotProduct_mulVec]
```

The first lemma says x*x = |x|², with the real weight viewed as a complex number. The second is x*(M*y) = (Mx)*y. Together they turn matrix identities into statements about flux.

```lean
omit [Fintype n] in
/-- For Hermitian `H`, the anti-Hermitian part of the open operator comes from absorption
and from escape into the leads. -/
theorem openOperator_sub_adjoint {H : Matrix n n ℂ} (hH : H.IsHermitian)
    (W : Matrix n m ℂ) (η : n → ℝ) (E : ℝ) :
    openOperator H W η E - (openOperator H W η E)ᴴ
      = I • ((2 : ℂ) • absorber η + W * Wᴴ) := by
  have hΓ : (absorber η)ᴴ = absorber η := by
    unfold absorber
    rw [Matrix.diagonal_conjTranspose]
    congr 1
    funext j
    simp
  have hE : star (E : ℂ) = E := Complex.conj_ofReal E
  have hI : star I = -I := Complex.conj_I
  have hI2 : star (I / 2) = -(I / 2) := by simp [neg_div]
  simp only [openOperator, conjTranspose_add, conjTranspose_sub, conjTranspose_smul,
    conjTranspose_one, conjTranspose_mul, conjTranspose_conjTranspose, hΓ, hH.eq, hE, hI, hI2]
  module
```

This is A − A* = i(2Γ + WW*). The auxiliary facts record that Γ and E equal their own adjoints and that i changes sign under conjugation. After `simp only` has distributed the adjoint over the sum, `module` collects the coefficients.

## Absorption on every site makes the Green function exist

```lean
/-- If `H` is Hermitian and every site absorbs, the open operator is invertible at every
real energy. -/
theorem isUnit_det_openOperator {H : Matrix n n ℂ} (hH : H.IsHermitian)
    (W : Matrix n m ℂ) {η : n → ℝ} (hη : ∀ j, 0 < η j) (E : ℝ) :
    IsUnit (openOperator H W η E).det := by
  rw [isUnit_iff_ne_zero]
  intro h0
  obtain ⟨v, hv, hAv⟩ := Matrix.exists_mulVec_eq_zero_iff.mpr h0
  -- a null vector has vanishing expectation value of the anti-Hermitian part
  have h1 : star v ⬝ᵥ ((openOperator H W η E - (openOperator H W η E)ᴴ) *ᵥ v) = 0 := by
    rw [Matrix.sub_mulVec, dotProduct_sub, adjoint_dot, hAv]
    simp
  have hW : star v ⬝ᵥ (W *ᵥ (Wᴴ *ᵥ v)) = (weight (Wᴴ *ᵥ v) : ℂ) := by
    have h := adjoint_dot Wᴴ v (Wᴴ *ᵥ v)
    rw [conjTranspose_conjTranspose] at h
    rw [h, dot_self]
  have hΓ : star v ⬝ᵥ (absorber η *ᵥ v) = ((∑ j, η j * ‖v j‖ ^ 2 : ℝ) : ℂ) := by
    simp only [absorber, dotProduct, Matrix.mulVec_diagonal, Pi.star_apply, Complex.ofReal_sum]
    refine Finset.sum_congr rfl fun j _ => ?_
    rw [Complex.ofReal_mul, Complex.ofReal_pow, ← Complex.conj_mul', Complex.star_def]
    ring
  rw [openOperator_sub_adjoint hH, Matrix.smul_mulVec, dotProduct_smul, Matrix.add_mulVec,
    Matrix.smul_mulVec, dotProduct_add, dotProduct_smul, hΓ, ← Matrix.mulVec_mulVec, hW,
    smul_eq_mul, smul_eq_mul] at h1
  have h2 := (mul_eq_zero.mp h1).resolve_left Complex.I_ne_zero
  have h3 : 2 * (∑ j, η j * ‖v j‖ ^ 2) + weight (Wᴴ *ᵥ v) = 0 := by exact_mod_cast h2
  -- but absorption makes it strictly positive
  obtain ⟨j, hj⟩ := Function.ne_iff.mp hv
  have hpos : 0 < ∑ j, η j * ‖v j‖ ^ 2 :=
    Finset.sum_pos' (fun i _ => mul_nonneg (hη i).le (sq_nonneg _))
      ⟨j, Finset.mem_univ j, mul_pos (hη j) (pow_pos (norm_pos_iff.mpr hj) 2)⟩
  have hnn : 0 ≤ weight (Wᴴ *ᵥ v) := Finset.sum_nonneg fun i _ => sq_nonneg _
  linarith
```

In words: if H is Hermitian and every η_j is positive, the determinant of A is invertible at every real energy. Non-negative rates alone would not suffice, because a state at energy E that neither absorbs nor couples to the leads is a null vector of A.

The proof assumes a zero determinant and extracts a non-zero null vector `v`. `h1` is the vanishing expectation value of A − A*. `hW` and `hΓ` evaluate its two parts as |W*v|² and Σ_j η_j|v_j|², and `h3` is the resulting real equation. Since `v` has a non-zero component, `hpos` makes the absorption sum strictly positive, and `linarith` reports the contradiction.

```lean
/-- For Hermitian `H` and an invertible open operator, the Green function satisfies
`G* - G = i G* (2 Γ + W W*) G`. -/
theorem green_adjoint_sub {H : Matrix n n ℂ} (hH : H.IsHermitian) (W : Matrix n m ℂ)
    (η : n → ℝ) (E : ℝ) (h : IsUnit (openOperator H W η E).det) :
    (green H W η E)ᴴ - green H W η E
      = I • ((green H W η E)ᴴ * ((2 : ℂ) • absorber η + W * Wᴴ) * green H W η E) := by
  have h1 : openOperator H W η E * green H W η E = 1 := Matrix.mul_nonsing_inv _ h
  have h2 : (green H W η E)ᴴ * (openOperator H W η E)ᴴ = 1 := by
    rw [← conjTranspose_mul, h1, conjTranspose_one]
  calc (green H W η E)ᴴ - green H W η E
      = (green H W η E)ᴴ * (openOperator H W η E * green H W η E)
        - ((green H W η E)ᴴ * (openOperator H W η E)ᴴ) * green H W η E := by
          rw [h1, h2, mul_one, one_mul]
    _ = (green H W η E)ᴴ * (openOperator H W η E - (openOperator H W η E)ᴴ)
        * green H W η E := by noncomm_ring
    _ = _ := by rw [openOperator_sub_adjoint hH, Matrix.mul_smul, Matrix.smul_mul]
```

This is the identity for G* − G, with invertibility of A as the hypothesis `h`. The `calc` block has the same steps as the derivation by hand: insert AG = 1 and G*A* = 1, factor out G* and G, then substitute the formula for A − A*.

## The deficit of the scattering matrix

```lean
variable [DecidableEq m]

/-- For Hermitian `H`, any real absorption profile `Γ` and an invertible open operator,
`S*S = 1 - 2 W* G* Γ G W`. -/
theorem scattering_deficit {H : Matrix n n ℂ} (hH : H.IsHermitian) (W : Matrix n m ℂ)
    (η : n → ℝ) (E : ℝ) (h : IsUnit (openOperator H W η E).det) :
    (scattering H W η E)ᴴ * scattering H W η E
      = 1 - (2 : ℂ) • (Wᴴ * (green H W η E)ᴴ * absorber η * green H W η E * W) := by
  have hS : (scattering H W η E)ᴴ = 1 + I • (Wᴴ * ((green H W η E)ᴴ * W)) := by
    simp only [scattering, conjTranspose_sub, conjTranspose_one, conjTranspose_smul,
      conjTranspose_mul, conjTranspose_conjTranspose, Complex.star_def, Complex.conj_I,
      neg_smul, sub_neg_eq_add]
  -- the Green function identity, seen from the leads
  have key := congrArg (fun X => Wᴴ * X * W) (green_adjoint_sub hH W η E h)
  have hI : (I * I) • (Wᴴ * (green H W η E)ᴴ * absorber η * green H W η E * W)
      = (-1 : ℂ) • (Wᴴ * (green H W η E)ᴴ * absorber η * green H W η E * W) := by
    rw [Complex.I_mul_I]
  rw [hS]
  unfold scattering
  simp only [Matrix.mul_sub, Matrix.sub_mul, Matrix.mul_add, Matrix.add_mul, Matrix.mul_smul,
    Matrix.smul_mul, Matrix.mul_assoc, Matrix.one_mul, Matrix.mul_one] at key hI ⊢
  linear_combination (norm := module) I • key + (2 : ℂ) • hI
```

For Hermitian H, any real profile and invertible A, the theorem states S*S = 1 − 2W*G*ΓGW. With all rates zero it reduces to S*S = 1, the flux conservation of a lossless region.

`hS` computes S*. `key` places the Green function identity between W* and W. After `simp only` has expanded all products, the last line adds i times `key` to twice `hI`. The lead terms cancel with the product i·i left unevaluated; the absorption term needs i² = −1, which `hI` supplies.

```lean
/-- For Hermitian `H` and a constant absorption rate `η > 0`,
`S*S = 1 - 2 η W* G* G W`. -/
theorem scattering_deficit_uniform {H : Matrix n n ℂ} (hH : H.IsHermitian)
    (W : Matrix n m ℂ) {η : ℝ} (hη : 0 < η) (E : ℝ) :
    (scattering H W (fun _ => η) E)ᴴ * scattering H W (fun _ => η) E
      = 1 - (2 * (η : ℂ)) •
        (Wᴴ * (green H W (fun _ => η) E)ᴴ * green H W (fun _ => η) E * W) := by
  have hΓ : absorber (fun _ : n => η) = (η : ℂ) • (1 : Matrix n n ℂ) := by
    ext i j
    by_cases hij : i = j <;> simp [absorber, hij]
  rw [scattering_deficit hH W _ E (isUnit_det_openOperator hH W (fun _ => hη) E), hΓ]
  simp only [Matrix.mul_smul, Matrix.smul_mul, Matrix.mul_one, smul_smul]
```

For a constant rate η > 0, Γ is η times the identity, which is `hΓ`. The general formula then becomes S*S = 1 − 2ηW*G*GW. Invertibility is no longer a hypothesis, since `isUnit_det_openOperator` provides it.

## Lost flux and the inputs that lose none

```lean
/-- For Hermitian `H` and constant `η > 0`, the flux lost from an input `a` is `2 η` times
the dwell probability of the interior state `G W a`. -/
theorem absorbed_flux {H : Matrix n n ℂ} (hH : H.IsHermitian) (W : Matrix n m ℂ)
    {η : ℝ} (hη : 0 < η) (E : ℝ) (a : m → ℂ) :
    weight a - weight (scattering H W (fun _ => η) E *ᵥ a)
      = 2 * η * weight (green H W (fun _ => η) E *ᵥ (W *ᵥ a)) := by
  have h := congrArg (fun M => star a ⬝ᵥ (M *ᵥ a)) (scattering_deficit_uniform hH W hη E)
  simp only [Matrix.sub_mulVec, Matrix.smul_mulVec, Matrix.one_mulVec, dotProduct_sub,
    dotProduct_smul, ← Matrix.mulVec_mulVec, adjoint_dot, dot_self, smul_eq_mul] at h
  have h' : weight (scattering H W (fun _ => η) E *ᵥ a)
      = weight a - 2 * η * weight (green H W (fun _ => η) E *ᵥ (W *ᵥ a)) := by
    exact_mod_cast h
  linarith
```

This is |a|² − |Sa|² = 2η|GWa|² for every input a. `congrArg` takes the expectation value of the matrix identity in `a`, and the two inner-product lemmas rewrite each term as a weight. `exact_mod_cast` then passes from the complex equation to the real one.

The balance fixes how much flux disappears, not what becomes of it. A voltage or dephasing probe that returns particles to the conductor needs a further rule for reinjection.

```lean
/-- For Hermitian `H` and constant `η > 0`, an input keeps all its flux exactly when
the coupling `W` annihilates it. -/
theorem lossless_iff {H : Matrix n n ℂ} (hH : H.IsHermitian) (W : Matrix n m ℂ)
    {η : ℝ} (hη : 0 < η) (E : ℝ) (a : m → ℂ) :
    weight (scattering H W (fun _ => η) E *ᵥ a) = weight a ↔ W *ᵥ a = 0 := by
  have hb := absorbed_flux hH W hη E a
  constructor
  · intro h
    rw [h, sub_self] at hb
    have h0 : weight (green H W (fun _ => η) E *ᵥ (W *ᵥ a)) = 0 :=
      (mul_eq_zero.mp hb.symm).resolve_left (by positivity)
    have hψ : green H W (fun _ => η) E *ᵥ (W *ᵥ a) = 0 := by
      funext j
      have hj := (Finset.sum_eq_zero_iff_of_nonneg
        (fun i _ => sq_nonneg ‖(green H W (fun _ => η) E *ᵥ (W *ᵥ a)) i‖)).mp h0 j
        (Finset.mem_univ j)
      exact norm_eq_zero.mp (pow_eq_zero_iff two_ne_zero |>.mp hj)
    -- the open operator recovers the source from the interior state
    have hG : openOperator H W (fun _ => η) E * green H W (fun _ => η) E = 1 :=
      Matrix.mul_nonsing_inv _ (isUnit_det_openOperator hH W (fun _ => hη) E)
    rw [← Matrix.one_mulVec (W *ᵥ a), ← hG, ← Matrix.mulVec_mulVec, hψ, Matrix.mulVec_zero]
  · intro h
    rw [h, Matrix.mulVec_zero] at hb
    have hz : weight (0 : n → ℂ) = 0 := by simp [weight]
    rw [hz, mul_zero] at hb
    linarith

end

end AbsorbingScatterer
```

Outgoing and incoming flux are equal exactly when Wa = 0. In the forward direction, the flux balance gives weight zero for ψ. Each squared modulus in that sum is then zero, so `hψ` states ψ = 0, and multiplying by A recovers Wa = Aψ = 0. In the reverse direction, Wa = 0 makes the interior state vanish, and the balance leaves no loss.

```lean
#print axioms AbsorbingScatterer.absorbed_flux
#print axioms AbsorbingScatterer.lossless_iff
```

```
'AbsorbingScatterer.absorbed_flux' depends on axioms: [propext, Classical.choice, Quot.sound]
'AbsorbingScatterer.lossless_iff' depends on axioms: [propext, Classical.choice, Quot.sound]
```
